# The numerator of the spin interpolation function grows faster than quadratically with spin polarisation

Let `z` be the relative spin polarisation, so that the scaled spin densities are `1 + z` and `1 - z`, and let h(z) = (1 + z)^(4/3) + (1 - z)^(4/3) - 2 be the numerator of the spin interpolation function. The theorem `growth_faster_than_quadratic` states that 2 h(z) < z h'(z) for 0 < z < 1, with the derivative h' written out explicitly. The proof applies `pos_of_deriv_pos` twice, first to z h' - 2h and then to its derivative z h'' - h'. Both vanish at zero polarisation, so it is enough in the end that z h''' is positive, which comes down to (1 + z)^(-5/3) < (1 - z)^(-5/3).

Lean 4 with Mathlib refuses this proof:

```lean
import Mathlib

open Set Filter Topology

namespace GrowthFasterThanQuadratic

noncomputable section

/-- The `p`-th power of the scaled spin-up density `1 + z` plus `s` times that of the scaled
spin-down density `1 - z`, for `-1 < z < 1`. -/
def spinSum (p s z : ℝ) : ℝ := (1 + z) ^ p + s * (1 - z) ^ p

/-- For `-1 < z < 1`, differentiating a spin sum in the polarisation brings down a factor `p`,
lowers the power by one and flips the relative sign of the two spin channels. -/
theorem hasDerivAt_spinSum {p q s t z : ℝ} (hq : p - 1 = q) (ht : -s = t)
    (h1 : -1 < z) (h2 : z < 1) :
    HasDerivAt (spinSum p s) (p * spinSum q t z) z := by
  subst hq ht
  have hu : HasDerivAt (fun x : ℝ => (1 + x) ^ p) (1 * p * (1 + z) ^ (p - 1)) z :=
    ((hasDerivAt_id' z).const_add 1).rpow_const (Or.inl (by linarith))
  have hd : HasDerivAt (fun x : ℝ => (1 - x) ^ p) (-1 * p * (1 - z) ^ (p - 1)) z :=
    ((hasDerivAt_id' z).const_sub 1).rpow_const (Or.inl (by linarith))
  exact (hu.fun_add (hd.const_mul s)).congr_deriv (by unfold spinSum; ring)

/-- A function that vanishes at zero polarisation and has a positive derivative for
`0 < z < 1` is positive there, if it is differentiable on `0 ≤ z < 1`. -/
theorem pos_of_deriv_pos {F F' : ℝ → ℝ} (h0 : F 0 = 0)
    (hd : ∀ x ∈ Ico (0 : ℝ) 1, HasDerivAt F (F' x) x)
    (hp : ∀ x ∈ Ioo (0 : ℝ) 1, 0 < F' x) {z : ℝ} (hz : z ∈ Ioo (0 : ℝ) 1) : 0 < F z := by
  obtain ⟨c, hc, h⟩ := exists_hasDerivAt_eq_slope F F' hz.1
    (fun x hx => (hd x ⟨hx.1, hx.2.trans_lt hz.2⟩).continuousAt.continuousWithinAt)
    (fun x hx => hd x ⟨hx.1.le, hx.2.trans hz.2⟩)
  have hpos := hp c ⟨hc.1, hc.2.trans hz.2⟩
  rw [h, h0, sub_zero, sub_zero] at hpos
  have h3 := mul_pos hpos hz.1
  rwa [div_mul_cancel₀ _ hz.1.ne'] at h3

/-- For `0 < z < 1`, the numerator `h` of the spin interpolation function grows faster than
quadratically: `2 h(z) < z h'(z)`. -/
theorem growth_faster_than_quadratic {z : ℝ} (hz : z ∈ Ioo (0 : ℝ) 1) :
    0 < z * (4 / 3 * spinSum (1 / 3) (-1) z) - 2 * (spinSum (4 / 3) 1 z - 2) := by
  refine pos_of_deriv_pos
    (F := fun x => x * (4 / 3 * spinSum (1 / 3) (-1) x) - 2 * (spinSum (4 / 3) 1 x - 2))
    (F' := fun x => x * (4 / 9 * spinSum (-2 / 3) 1 x) - 4 / 3 * spinSum (1 / 3) (-1) x)
    (by norm_num [spinSum]) (fun x hx => ?_) (fun y hy => ?_) hz
  · have a := hasDerivAt_spinSum (p := 4 / 3) (q := 1 / 3) (s := 1) (t := -1)
      (by norm_num) (by norm_num) (by linarith [hx.1]) hx.2
    have b := hasDerivAt_spinSum (p := 1 / 3) (q := -2 / 3) (s := -1) (t := 1)
      (by norm_num) (by norm_num) (by linarith [hx.1]) hx.2
    exact (((hasDerivAt_id' x).fun_mul (b.const_mul (4 / 3))).fun_sub
      ((a.sub_const 2).const_mul 2)).congr_deriv (by ring)
  -- the derivative z h'' - h' is positive because its own derivative is z h'''
  · refine pos_of_deriv_pos
      (F := fun x => x * (4 / 9 * spinSum (-2 / 3) 1 x) - 4 / 3 * spinSum (1 / 3) (-1) x)
      (F' := fun x => 8 / 27 * x * -spinSum (-5 / 3) (-1) x)
      (by norm_num [spinSum]) (fun x hx => ?_) (fun x hx => ?_) hy
    · have b := hasDerivAt_spinSum (p := 1 / 3) (q := -2 / 3) (s := -1) (t := 1)
        (by norm_num) (by norm_num) (by linarith [hx.1]) hx.2
      have c := hasDerivAt_spinSum (p := -2 / 3) (q := -5 / 3) (s := 1) (t := -1)
        (by norm_num) (by norm_num) (by linarith [hx.1]) hx.2
      exact (((hasDerivAt_id' x).fun_mul (c.const_mul (4 / 9))).fun_sub
        (b.const_mul (4 / 3))).congr_deriv (by ring)
    · have h : (1 + x) ^ (-5 / 3 : ℝ) < (1 - x) ^ (-5 / 3 : ℝ) :=
        Real.rpow_lt_rpow_of_exponent_neg (by linarith [hx.2]) (by linarith [hx.1])
          (by norm_num)
      have h' : 0 < -spinSum (-5 / 3) (-1) x := by unfold spinSum; linarith
      exact mul_pos (mul_pos (by norm_num) hx.1) h'

end

end GrowthFasterThanQuadratic
```

Compiling this gives:

```
Main.lean:64:8: error(lean.unknownIdentifier): Unknown constant `Real.rpow_lt_rpow_of_exponent_neg`
```

Lean accepts the file once it reads:

```diff
@@ -50,5 +50,5 @@
     exact (((hasDerivAt_id' x).fun_mul (b.const_mul (4 / 3))).fun_sub
       ((a.sub_const 2).const_mul 2)).congr_deriv (by ring)
-  -- the derivative z h'' - h' is positive because its own derivative is z h'''
+  -- the derivative z h'' - h' is positive: it vanishes at zero and its derivative z h''' is positive
   · refine pos_of_deriv_pos
       (F := fun x => x * (4 / 9 * spinSum (-2 / 3) 1 x) - 4 / 3 * spinSum (1 / 3) (-1) x)
@@ -62,5 +62,5 @@
         (b.const_mul (4 / 3))).congr_deriv (by ring)
     · have h : (1 + x) ^ (-5 / 3 : ℝ) < (1 - x) ^ (-5 / 3 : ℝ) :=
-        Real.rpow_lt_rpow_of_exponent_neg (by linarith [hx.2]) (by linarith [hx.1])
+        Real.rpow_lt_rpow_of_neg (by linarith [hx.2]) (by linarith [hx.1])
           (by norm_num)
       have h' : 0 < -spinSum (-5 / 3) (-1) x := by unfold spinSum; linarith
```

Diagnosis. The message says that Lean knows no constant called `Real.rpow_lt_rpow_of_exponent_neg`. The proof calls it for the last inequality, `(1 + x) ^ (-5 / 3 : ℝ) < (1 - x) ^ (-5 / 3 : ℝ)`, where a negative exponent reverses the order of the bases. The mathematics of the step is sound and only the name is wrong.

The repair uses `Real.rpow_lt_rpow_of_neg`, which is the Mathlib lemma for this fact. It takes the same three arguments in the same order, so they stay as they were: the smaller base is positive (`0 < 1 - x`), the bases are ordered (`1 - x < 1 + x`), and the exponent is negative.

The other change, to the comment, is mere tidying and has no effect on compilation. The new comment gives the full reason why z h'' - h' is positive, namely that it vanishes at zero and has a positive derivative, where the old one only said what the derivative is.
